# Heisenberg iterates of a quadratic Hamiltonian on the coordinates are powers of the classical generator

## Physical setting

A wave packet moves in a harmonic well, or a molecule vibrates in the harmonic approximation. One asks whether the mean positions and momenta obey the classical equations of motion. Ehrenfest's theorem gives $\frac{d}{dt}\langle p\rangle=-\langle V'(q)\rangle$ for position $q$, momentum $p$ and potential $V$, and in general $\langle V'(q)\rangle\neq V'(\langle q\rangle)$. A quadratic Hamiltonian has a linear force, so the equations for the means close. The result below is the algebraic core of that case: it concerns repeated commutators, not a time-dependent state. It bears on normal-mode models with finitely many modes and a strictly quadratic Hamiltonian, where the commutator hierarchy of the coordinates reduces to powers of one real matrix.

## Statement

Let $R$ be an associative complex algebra with unit, and let $z_j\in R$ be finitely many elements. Let $\hbar\neq0$ be real, let $J$ and $A$ be real matrices with $A$ symmetric, and assume
$$[z_j,z_k]=i\hbar J_{jk}\,1 .$$
Define $H=\tfrac12\sum_{j,k}A_{jk}z_jz_k$, the generator $D X=\tfrac{i}{\hbar}[H,X]$ for $X\in R$, and $(Mz)_j=\sum_k M_{jk}z_k$ for a real matrix $M$. Then for every integer $r\ge0$ and every index $l$,
$$D^r z_l=\big((JA)^r z\big)_l .$$
If $\omega:R\to\mathbb C$ is complex-linear and $\omega(z_j)=x_j$ is real for all $j$, then $\omega(D^rz_l)=(F^r(x))_l$, where $F(x)=JAx$ and $F^r$ is its $r$-fold composition.

## Derivation

Adding $[z_j,z_k]$ and $[z_k,z_j]$ gives zero, so $i\hbar(J_{jk}+J_{kj})X=0$ for any $X\in R$, and $J_{jk}X=-J_{kj}X$ because $\hbar\neq0$.

The Leibniz rule gives
$$[z_jz_k,z_l]=z_j[z_k,z_l]+[z_j,z_l]z_k=i\hbar\,(J_{kl}z_j+J_{jl}z_k).$$
Multiply by $\tfrac12A_{jk}$ and sum. Exchanging $j$ and $k$ in the first term and using $A_{kj}=A_{jk}$ makes the two terms equal:
$$[H,z_l]=i\hbar\sum_{j,k}A_{jk}J_{jl}z_k=-i\hbar\sum_{j,k}J_{lj}A_{jk}z_k=-i\hbar\,(JAz)_l .$$
Since $\tfrac{i}{\hbar}(-i\hbar)=1$, this is $Dz_l=(JAz)_l$.

The map $D$ is linear, so $D(Mz)_l=\sum_kM_{lk}Dz_k$. By induction,
$$D^{r+1}z_l=D\big((JA)^rz\big)_l=\sum_k\big((JA)^r\big)_{lk}(JAz)_k=\big((JA)^{r+1}z\big)_l .$$
Applying $\omega$ replaces each $z_k$ by $x_k$, and $F^r(x)=(JA)^rx$.

Under the Heisenberg equation $\dot X=DX$, the element $D^rz_l$ is the $r$-th time derivative of $z_l$; on the classical side $Ax$ is the gradient of $\tfrac12x^{\mathsf T}Ax$, and $\dot x=JAx$ has $r$-th derivative $(JA)^rx$. If $J$ and $A$ do not depend on $\hbar$, neither does $JA$.

The smallest mechanical case is one degree of freedom, $z_0=q$, $z_1=p$, with mass $m>0$ and angular frequency $\Omega$:
$$J=\begin{pmatrix}0&1\\-1&0\end{pmatrix},\quad A=\begin{pmatrix}m\Omega^2&0\\0&1/m\end{pmatrix},\quad JA=\begin{pmatrix}0&1/m\\-m\Omega^2&0\end{pmatrix}.$$
Then $Dq=p/m$, $Dp=-m\Omega^2q$, and $(JA)^2=-\Omega^2\mathbb 1$ with $\mathbb 1$ the identity matrix. At $\Omega=0$, the free particle, $D^2q=D^2p=0$. The reading in terms of time derivatives and this oscillator example are consequences drawn on paper and are not among the checked theorems.

## What the formal version assumes

The algebra is `R` with `[Ring R] [Algebra ℂ R]`, and the coordinates are `z : ι → R` over a finite index type. `CCR hbar J z` is the commutation relation, taken as a hypothesis. `quadHam`, `heis`, `act` and `classicalField` are $H$, $D$, $Mz$ and $F$, and `^[r]` is $r$-fold composition. The sign convention is $D=\tfrac{i}{\hbar}[H,\cdot]$. Nothing is required of $A$ beyond `A.IsSymm`, so inverted oscillators are included.

In `heis_iterate` the matrix $J$ is arbitrary apart from the commutation relation; it need not be invertible. The theorem `heis_iterate_symplectic` takes $2n$ coordinates indexed by `Fin n ⊕ Fin n` and $J$ equal to `fromBlocks 0 1 (-1) 0`. With positions $q_a$ in the left block and momenta $p_b$ in the right, this reads $[q_a,p_b]=i\hbar\delta_{ab}$ (Kronecker delta), $[p_a,q_b]=-i\hbar\delta_{ab}$ and $[q_a,q_b]=[p_a,p_b]=0$.

The functional `ω` of `expectation_iterate` is only linear. An expectation value in a normalised state would be one instance, but positivity and $\omega(1)=1$ are not used, and reality of the means is assumed through `hx`. The field $F$ is defined directly as $JAx$, without a gradient. The setting has no adjoint, Hilbert space, operator domain, time parameter or convergent exponential series, and $H$ has no linear or anharmonic terms.

In Lean 4 with Mathlib:

```lean
import Mathlib

open Matrix Complex

namespace QuadraticEhrenfest

noncomputable section

variable {R : Type*} [Ring R] [Algebra ℂ R] {ι : Type*} [Fintype ι]

/-- The commutator `[X, Y] = XY - YX`. -/
def comm (X Y : R) : R := X * Y - Y * X

/-- Canonical commutation relations `[z_j, z_k] = i ħ J_jk`. -/
def CCR {κ : Type*} (hbar : ℝ) (J : Matrix κ κ ℝ) (z : κ → R) : Prop :=
  ∀ j k, comm (z j) (z k) = (I * hbar * (J j k : ℂ)) • (1 : R)

/-- The quadratic Hamiltonian `H = (1/2) ∑ A_jk z_j z_k`. -/
def quadHam (A : Matrix ι ι ℝ) (z : ι → R) : R :=
  (1 / 2 : ℂ) • ∑ j, ∑ k, (A j k : ℂ) • (z j * z k)

/-- The Heisenberg generator `X ↦ (i/ħ) [H, X]`. -/
def heis (hbar : ℝ) (H X : R) : R := (I / hbar) • comm H X

/-- A real matrix acting on a vector of operators: `(M z)_j = ∑ M_jk z_k`. -/
def act (M : Matrix ι ι ℝ) (z : ι → R) : ι → R := fun j => ∑ k, (M j k : ℂ) • z k

/-- The classical linear vector field `x ↦ J A x` on phase space. -/
def classicalField (J A : Matrix ι ι ℝ) (x : ι → ℝ) : ι → ℝ := J *ᵥ (A *ᵥ x)

/-- The commutation relations make `J` antisymmetric in its action on any operator:
`J_jk X = - J_kj X`. -/
theorem ccr_antisymm {κ : Type*} {hbar : ℝ} (hh : hbar ≠ 0) {J : Matrix κ κ ℝ} {z : κ → R}
    (hz : CCR hbar J z) (j k : κ) (X : R) : (J j k : ℂ) • X = -((J k j : ℂ) • X) := by
  have hc : (I * hbar : ℂ) ≠ 0 := mul_ne_zero I_ne_zero (ofReal_ne_zero.mpr hh)
  have h0 : comm (z j) (z k) * X + comm (z k) (z j) * X = 0 := by
    unfold comm; noncomm_ring
  rw [hz j k, hz k j, smul_mul_assoc, smul_mul_assoc, one_mul, mul_smul (I * hbar : ℂ),
    mul_smul (I * hbar : ℂ), ← smul_add] at h0
  have h1 := congrArg (fun Y => (I * hbar : ℂ)⁻¹ • Y) h0
  simp only [inv_smul_smul₀ hc, smul_zero] at h1
  exact eq_neg_of_add_eq_zero_left h1

/-- Leibniz rule with the commutation relations:
`[z_j z_k, z_l] = i ħ J_kl z_j + i ħ J_jl z_k`. -/
theorem comm_mul_coord {κ : Type*} {hbar : ℝ} {J : Matrix κ κ ℝ} {z : κ → R}
    (hz : CCR hbar J z) (j k l : κ) :
    comm (z j * z k) (z l)
      = (I * hbar * (J k l : ℂ)) • z j + (I * hbar * (J j l : ℂ)) • z k := by
  have h : comm (z j * z k) (z l) = z j * comm (z k) (z l) + comm (z j) (z l) * z k := by
    unfold comm; noncomm_ring
  rw [h, hz k l, hz j l, mul_smul_comm, smul_mul_assoc, mul_one, one_mul]

/-- The Heisenberg generator commutes with the action of a real matrix. -/
theorem heis_act (hbar : ℝ) (H : R) (M : Matrix ι ι ℝ) (z : ι → R) (l : ι) :
    heis hbar H (act M z l) = act M (fun k => heis hbar H (z k)) l := by
  unfold heis act comm
  rw [Finset.mul_sum, Finset.sum_mul, ← Finset.sum_sub_distrib, Finset.smul_sum]
  refine Finset.sum_congr rfl fun k _ => ?_
  rw [mul_smul_comm, smul_mul_assoc, ← smul_sub, smul_comm]

/-- Acting with a matrix product is acting twice: `(M N) z = M (N z)`. -/
theorem act_mul (M N : Matrix ι ι ℝ) (z : ι → R) : act (M * N) z = act M (act N z) := by
  funext l
  simp only [act, Matrix.mul_apply, ofReal_sum, ofReal_mul, Finset.sum_smul, Finset.smul_sum,
    mul_smul]
  exact Finset.sum_comm

/-- One step of the Heisenberg equation for a quadratic Hamiltonian with symmetric `A`:
`(i/ħ) [H, z_l] = (J A z)_l`. -/
theorem heis_quadHam {hbar : ℝ} (hh : hbar ≠ 0) {J A : Matrix ι ι ℝ} (hA : A.IsSymm)
    {z : ι → R} (hz : CCR hbar J z) (l : ι) :
    heis hbar (quadHam A z) (z l) = act (J * A) z l := by
  have hc : (hbar : ℂ) ≠ 0 := ofReal_ne_zero.mpr hh
  -- the commutator is linear in the Hamiltonian
  have h1 : comm (quadHam A z) (z l)
      = (1 / 2 : ℂ) • ∑ j, ∑ k, (A j k : ℂ) • comm (z j * z k) (z l) := by
    simp only [comm, quadHam, smul_mul_assoc, mul_smul_comm, Finset.sum_mul, Finset.mul_sum,
      smul_sub, Finset.sum_sub_distrib]
  have hT : act (J * A) z l = ∑ j, ∑ k, (J l j : ℂ) • (A j k : ℂ) • z k := by
    rw [act_mul]
    simp only [act, Finset.smul_sum]
  -- each Leibniz term contributes `-i ħ (J A z)_l`
  have h2 : ∑ j, ∑ k, (A j k : ℂ) • (I * hbar * (J j l : ℂ)) • z k
      = (-(I * hbar) : ℂ) • act (J * A) z l := by
    rw [hT, Finset.smul_sum]
    refine Finset.sum_congr rfl fun j _ => ?_
    rw [Finset.smul_sum]
    refine Finset.sum_congr rfl fun k _ => ?_
    rw [ccr_antisymm hh hz l j]
    module
  have h3 : ∑ j, ∑ k, (A j k : ℂ) • (I * hbar * (J k l : ℂ)) • z j
      = (-(I * hbar) : ℂ) • act (J * A) z l := by
    rw [← h2, Finset.sum_comm]
    refine Finset.sum_congr rfl fun j _ => Finset.sum_congr rfl fun k _ => ?_
    rw [hA.apply j k]
  have h4 : (I / hbar * (1 / 2 * (-(I * hbar) + -(I * hbar))) : ℂ) = 1 := by
    have h5 : (I / hbar * (1 / 2 * (-(I * hbar) + -(I * hbar))) : ℂ)
        = -(I * I) * (hbar / hbar) := by ring
    rw [h5, I_mul_I, div_self hc]; ring
  unfold heis
  rw [h1]
  simp only [comm_mul_coord hz, smul_add, Finset.sum_add_distrib]
  rw [h2, h3]
  simp only [smul_smul, ← add_smul]
  rw [← mul_add, ← mul_add, h4, one_smul]

/-- For a quadratic Hamiltonian with symmetric `A`, the `r`-fold iterate of `(i/ħ) [H, ·]`
on the coordinate `z_l` is `((J A)^r z)_l`. -/
theorem heis_iterate [DecidableEq ι] {hbar : ℝ} (hh : hbar ≠ 0) {J A : Matrix ι ι ℝ}
    (hA : A.IsSymm) {z : ι → R} (hz : CCR hbar J z) (r : ℕ) (l : ι) :
    (heis hbar (quadHam A z))^[r] (z l) = act ((J * A) ^ r) z l := by
  induction r with
  | zero =>
    simp only [Function.iterate_zero, id, pow_zero, act]
    rw [Finset.sum_eq_single l]
    · simp
    · intro k _ hk
      simp [Matrix.one_apply_ne hk.symm]
    · simp
  | succ r ih =>
    rw [Function.iterate_succ_apply', ih, heis_act, pow_succ, act_mul]
    congr 1
    funext k
    exact heis_quadHam hh hA hz k

/-- The case of `2n` phase-space coordinates with the standard symplectic block matrix. -/
theorem heis_iterate_symplectic {n : ℕ} {hbar : ℝ} (hh : hbar ≠ 0)
    {A : Matrix (Fin n ⊕ Fin n) (Fin n ⊕ Fin n) ℝ} (hA : A.IsSymm) {z : Fin n ⊕ Fin n → R}
    (hz : CCR hbar (fromBlocks 0 1 (-1) 0) z) (r : ℕ) (l : Fin n ⊕ Fin n) :
    (heis hbar (quadHam A z))^[r] (z l) = act ((fromBlocks 0 1 (-1) 0 * A) ^ r) z l :=
  heis_iterate hh hA hz r l

/-- If a linear functional `ω` takes the real values `x_j` on the coordinates `z_j`, its value
on the `r`-fold Heisenberg iterate of `z_l` is component `l` of the `r`-fold iterate of the
classical vector field at `x`. -/
theorem expectation_iterate {hbar : ℝ} (hh : hbar ≠ 0) {J A : Matrix ι ι ℝ}
    (hA : A.IsSymm) {z : ι → R} (hz : CCR hbar J z) (ω : R →ₗ[ℂ] ℂ) (x : ι → ℝ)
    (hx : ∀ j, ω (z j) = x j) (r : ℕ) (l : ι) :
    ω ((heis hbar (quadHam A z))^[r] (z l)) = ((classicalField J A)^[r] x l : ℝ) := by
  classical
  have hcl : (classicalField J A)^[r] x = ((J * A) ^ r) *ᵥ x := by
    induction r with
    | zero => simp
    | succ r ih =>
      rw [Function.iterate_succ_apply', ih, classicalField, Matrix.mulVec_mulVec,
        Matrix.mulVec_mulVec, pow_succ']
  rw [heis_iterate hh hA hz, hcl]
  simp only [act, map_sum, map_smul, hx, smul_eq_mul, Matrix.mulVec, dotProduct, ofReal_sum,
    ofReal_mul]

/-- Position `X·` and momentum `-i ħ d/dX` as operators on complex polynomials. -/
def polyCoords (hbar : ℝ) : Fin 2 → Module.End ℂ (Polynomial ℂ) :=
  ![LinearMap.mulLeft ℂ Polynomial.X, (-(I * hbar) : ℂ) • Polynomial.derivative]

/-- Position and momentum on polynomials satisfy the commutation relations with
`J = [[0, 1], [-1, 0]]`. -/
theorem ccr_witness (hbar : ℝ) : CCR hbar !![0, 1; -1, 0] (polyCoords hbar) := by
  have h : comm (polyCoords hbar 0) (polyCoords hbar 1) = (I * hbar : ℂ) • 1 := by
    refine LinearMap.ext fun p => ?_
    change Polynomial.X * ((-(I * hbar) : ℂ) • Polynomial.derivative p)
      - (-(I * hbar) : ℂ) • Polynomial.derivative (Polynomial.X * p) = (I * hbar : ℂ) • p
    rw [Polynomial.derivative_mul, Polynomial.derivative_X, one_mul, mul_smul_comm]
    module
  have h' : comm (polyCoords hbar 1) (polyCoords hbar 0) = -((I * hbar : ℂ) • 1) := by
    rw [← h]; unfold comm; abel
  intro j k
  fin_cases j <;> fin_cases k
  · simp [comm]
  · simpa using h
  · simpa using h'
  · simp [comm]

end

end QuadraticEhrenfest
```

```lean
#print axioms QuadraticEhrenfest.heis_iterate_symplectic
#print axioms QuadraticEhrenfest.expectation_iterate
```

```
'QuadraticEhrenfest.heis_iterate_symplectic' depends on axioms: [propext, Classical.choice, Quot.sound]
'QuadraticEhrenfest.expectation_iterate' depends on axioms: [propext, Classical.choice, Quot.sound]
```

## Notes on the proof

`ccr_antisymm` multiplies the sum of the two commutators by $X$ and cancels $i\hbar$. It is stated on elements of `R`, not as an equation between real numbers, because `R` may be the zero algebra, where the commutation relation says nothing about $J$. In `comm_mul_coord`, `noncomm_ring` checks the Leibniz identity and the commutation relation is then substituted. `heis_act` is the linearity of $D$, and `act_mul` is $(MN)z=M(Nz)$ for real matrices $M$ and $N$.

`heis_quadHam` follows the derivation term by term. Step `h1` pulls the sums out of the commutator. Step `h2` evaluates the $J_{jl}z_k$ term as $-i\hbar(JAz)_l$ by antisymmetry, and `h3` reduces the $J_{kl}z_j$ term to it with `Finset.sum_comm` and the symmetry of $A$. Step `h4` is the scalar identity $\tfrac{i}{\hbar}\cdot\tfrac12(-2i\hbar)=1$.

The successor step of `heis_iterate` rewrites with the induction hypothesis, `heis_act`, `pow_succ` and `act_mul`, in the order of the displayed induction, and closes with `heis_quadHam`. In `expectation_iterate`, `hcl` proves $F^r(x)=(JA)^rx$, and `map_sum` and `map_smul` carry $\omega$ through the sum.

`ccr_witness` supplies a concrete model on complex polynomials $f$ in a variable $X$: $z_0f=Xf$ and $z_1f=-i\hbar f'$. The product rule gives $[z_0,z_1]f=-i\hbar Xf'+i\hbar(f+Xf')=i\hbar f$. These operators are indexed by `Fin 2`, so they fit `heis_iterate` with the $2\times2$ matrix $J$ above.
